# Finding the Pauli strings that commute with a qubit Hamiltonian by linear algebra over Z/2

A molecular or spin Hamiltonian written for a quantum computer is a weighted sum of Pauli strings. If some Pauli string other than the identity commutes with the whole sum, its eigenvalue is conserved, and the Hamiltonian splits into blocks that can be treated separately. This is the basis of one method of removing qubits from a simulation. The search for such symmetries is treated here for a finite register, and only for symmetries that are single Pauli strings. On \(n\) qubits there are \(4^n\) candidates. Which of them commute with \(H\), and how many are there?

## Labels, strings and coefficients

The qubits are the elements of a finite set `ι`, with \(n\) = `Fintype.card ι`.

```lean
import Mathlib

open Matrix Module

namespace PauliSymmetrySearch

noncomputable section

variable {ι : Type*} [Fintype ι] [DecidableEq ι]
```

A label \(u\) gives qubit \(k\) a pair of bits \(u_k=(u_k^x,u_k^z)\), which Lean writes `(u k).1` and `(u k).2`.

```lean
/-- A label gives each qubit a pair `(x, z)` of bits. -/
abbrev Label (ι : Type*) := ι → ZMod 2 × ZMod 2
```

The pair \(p\) names a matrix \(\sigma_p\): the identity, \(X\), \(Z\) or \(Y\). The pair \((1,1)\) gives \(Y\) itself, with its factors of \(i\), and not the product \(XZ\).

```lean
/-- The one-qubit matrices: `(0,0)` is the identity, `(1,0)` is X, `(0,1)` is Z and
`(1,1)` is Y. -/
def pauli (a : ZMod 2 × ZMod 2) : Matrix (Fin 2) (Fin 2) ℂ :=
  if a.1 = 0 then (if a.2 = 0 then !![1, 0; 0, 1] else !![1, 0; 0, -1])
  else (if a.2 = 0 then !![0, 1; 1, 0] else !![0, -Complex.I; Complex.I, 0])
```

A computational basis state is a function \(i\) from qubits to \(\{0,1\}\), and the string \(P(u)\) has entries \(P(u)_{ij}=\prod_k(\sigma_{u_k})_{i_kj_k}\). This is the tensor product.

```lean
/-- The Pauli string `P(u)`: the tensor product over all qubits of the matrices named by `u`. -/
def pauliString (u : Label ι) : Matrix (ι → Fin 2) (ι → Fin 2) ℂ :=
  Matrix.of fun i j => ∏ k, pauli (u k) (i k) (j k)
```

The operator is \(H=\sum_v a_vP(v)\), summed over all labels; an absent string has \(a_v=0\). The coefficients are complex, so despite its name `hamiltonian` need not be Hermitian. They are taken as given: the step from a molecule to the \(a_v\), through an orbital basis and a fermion-to-qubit encoding, lies before the model.

```lean
/-- The operator `H = ∑ v, a v P(v)` with complex coefficients `a`. -/
def hamiltonian (a : Label ι → ℂ) : Matrix (ι → Fin 2) (ι → Fin 2) ℂ :=
  ∑ v, a v • pauliString v
```

The symplectic product of two labels is \(w(u,v)=\sum_k(u_k^xv_k^z+u_k^zv_k^x)\), computed modulo 2. The definition includes the proof that it is linear in each argument.

```lean
/-- The symplectic product `w(u,v) = ∑ k, (x_k z'_k + z_k x'_k)` over Z/2, as a bilinear form. -/
def sympl : LinearMap.BilinForm (ZMod 2) (Label ι) :=
  LinearMap.mk₂ (ZMod 2) (fun u v => ∑ k, ((u k).1 * (v k).2 + (u k).2 * (v k).1))
    (fun u u' v => by
      simp only [Pi.add_apply, Prod.fst_add, Prod.snd_add, ← Finset.sum_add_distrib]
      exact Finset.sum_congr rfl fun _ _ => by ring)
    (fun c u v => by
      simp only [Pi.smul_apply, Prod.smul_fst, Prod.smul_snd, smul_eq_mul, Finset.mul_sum]
      exact Finset.sum_congr rfl fun _ _ => by ring)
    (fun u v v' => by
      simp only [Pi.add_apply, Prod.fst_add, Prod.snd_add, ← Finset.sum_add_distrib]
      exact Finset.sum_congr rfl fun _ _ => by ring)
    (fun c u v => by
      simp only [Pi.smul_apply, Prod.smul_fst, Prod.smul_snd, smul_eq_mul, Finset.mul_sum]
      exact Finset.sum_congr rfl fun _ _ => by ring)
```

Finally, \(s(t)=(-1)^t\) turns a bit into a sign.

```lean
/-- The sign `(-1)^t` of a bit `t`. -/
def sgn (t : ZMod 2) : ℂ := if t = 0 then 1 else -1
```

## Bits and signs

**(a)** Show that a bit \(t\) in Z/2 satisfies \(t=0\) or \(t=1\).

These are the two residues modulo 2. Lean checks them by `decide`.

```lean
private lemma bit (t : ZMod 2) : t = 0 ∨ t = 1 := by
  revert t
  decide
```

**(b)** Show that \(1+1=0\) in Z/2.

The integer 2 is even.

```lean
private lemma bit_add : (1 : ZMod 2) + 1 = 0 := by decide
```

**(c)** Show that the sign of a sum of bits is the product of the signs:
\[ s\Big(\sum_k f_k\Big)=\prod_k s(f_k). \]

For two bits, \(s(x+y)=s(x)s(y)\) is clear if either is 0, and for \(x=y=1\) it reads \(1=(-1)(-1)\). Adding one term at a time gives the general case, which is the induction in Lean.

```lean
omit [Fintype ι] in
private lemma sgn_sum (s : Finset ι) (f : ι → ZMod 2) :
    sgn (∑ k ∈ s, f k) = ∏ k ∈ s, sgn (f k) := by
  have hadd : ∀ x y : ZMod 2, sgn (x + y) = sgn x * sgn y := by
    intro x y
    rcases bit x with rfl | rfl <;> rcases bit y with rfl | rfl <;> simp [sgn, bit_add]
  induction s using Finset.induction_on with
  | empty => simp [sgn]
  | insert k s hk ih => rw [Finset.sum_insert hk, Finset.prod_insert hk, hadd, ih]
```

## One qubit

Here \(p,q\) are one-qubit labels; Lean calls them `a` and `b`, letters unrelated to the coefficients of \(H\).

**(d)** Find the sign produced by exchanging two Pauli matrices:
\[ \sigma_p\sigma_q=s(p^xq^z+p^zq^x)\,\sigma_q\sigma_p. \]

If one matrix is the identity, or both are equal, they commute and the bit is 0 (for \(p=q\) it is \(2p^xp^z=0\)). For the pairs \(X,Z\), \(X,Y\) and \(Y,Z\) the bit is 1, and indeed \(XZ=-iY=-ZX\), \(XY=iZ=-YX\), \(YZ=iX=-ZY\). Lean runs through all sixteen cases entry by entry.

```lean
private lemma pauli_comm (a b : ZMod 2 × ZMod 2) :
    pauli a * pauli b = sgn (a.1 * b.2 + a.2 * b.1) • (pauli b * pauli a) := by
  obtain ⟨a, a'⟩ := a
  obtain ⟨b, b'⟩ := b
  rcases bit a with rfl | rfl <;> rcases bit a' with rfl | rfl <;>
    rcases bit b with rfl | rfl <;> rcases bit b' with rfl | rfl <;>
    ext i j <;> fin_cases i <;> fin_cases j <;>
    simp [pauli, sgn, bit_add, Matrix.mul_apply, Fin.sum_univ_succ]
```

**(e)** Show that \(\sigma_p^2=1\).

This is immediate for \(1\), \(X\) and \(Z\). For \(Y\) the diagonal entries of the square are \((-i)(i)=1\) and \((i)(-i)=1\), and the others vanish.

```lean
private lemma pauli_sq (a : ZMod 2 × ZMod 2) : pauli a * pauli a = 1 := by
  obtain ⟨a, a'⟩ := a
  rcases bit a with rfl | rfl <;> rcases bit a' with rfl | rfl <;>
    ext i j <;> fin_cases i <;> fin_cases j <;>
    simp [pauli, Matrix.mul_apply, Fin.sum_univ_succ]
```

**(f)** Show that
\[ \operatorname{tr}(\sigma_p\sigma_q)=2\,\delta_{pq}. \]

For \(p=q\) the product is the identity, with trace 2. For \(p\ne q\) it is \(X\), \(Y\) or \(Z\) up to a phase, and these are traceless.

```lean
private lemma pauli_trace (a b : ZMod 2 × ZMod 2) :
    trace (pauli a * pauli b) = if a = b then 2 else 0 := by
  split_ifs with h
  · rw [h, pauli_sq]
    simp
  · obtain ⟨a, a'⟩ := a
    obtain ⟨b, b'⟩ := b
    rcases bit a with rfl | rfl <;> rcases bit a' with rfl | rfl <;>
      rcases bit b with rfl | rfl <;> rcases bit b' with rfl | rfl <;>
      simp_all [pauli, Matrix.trace, Fin.sum_univ_succ]
```

## Strings

**(g)** Show that strings multiply qubit by qubit:
\[ (P(u)P(v))_{ij}=\prod_k(\sigma_{u_k}\sigma_{v_k})_{i_kj_k}. \]

The left side is \(\sum_l\prod_k(\sigma_{u_k})_{i_kl_k}(\sigma_{v_k})_{l_kj_k}\). Each \(l_k\) is summed independently, so the sum of products is a product of sums. That exchange is `Finset.prod_univ_sum`.

```lean
private lemma string_mul_apply (u v : Label ι) (i j : ι → Fin 2) :
    (pauliString u * pauliString v) i j = ∏ k, (pauli (u k) * pauli (v k)) (i k) (j k) := by
  simp only [pauliString, Matrix.mul_apply, Matrix.of_apply, Finset.prod_univ_sum,
    Fintype.piFinset_univ, Finset.prod_mul_distrib]
```

**(h)** Find the sign produced by exchanging two strings:
\[ P(u)P(v)=s(w(u,v))\,P(v)P(u). \]

Apply (d) to each factor in (g). The signs multiply, and by (c) their product is the sign of the summed bits, which is \(s(w(u,v))\).

```lean
/-- Two Pauli strings commute up to the sign `(-1)^w(u,v)`. -/
theorem pauliString_comm (u v : Label ι) :
    pauliString u * pauliString v = sgn (sympl u v) • (pauliString v * pauliString u) := by
  ext i j
  have hw : sympl u v = ∑ k, ((u k).1 * (v k).2 + (u k).2 * (v k).1) := rfl
  rw [Matrix.smul_apply, string_mul_apply, string_mul_apply, hw, sgn_sum, smul_eq_mul,
    ← Finset.prod_mul_distrib]
  refine Finset.prod_congr rfl fun k _ => ?_
  rw [pauli_comm (u k) (v k), Matrix.smul_apply, smul_eq_mul]
```

**(i)** Show that \(P(u)^2=1\).

By (g) and (e) the entries are \(\prod_k\delta_{i_kj_k}=\delta_{ij}\). If \(i\ne j\), they differ at some qubit, and that factor is zero. The eigenvalues of a string can therefore only be \(\pm1\).

```lean
/-- Every Pauli string squares to the identity. -/
theorem pauliString_sq (u : Label ι) : pauliString u * pauliString u = 1 := by
  ext i j
  simp only [string_mul_apply, pauli_sq]
  by_cases h : i = j
  · subst h
    simp
  · obtain ⟨k, hk⟩ := Function.ne_iff.mp h
    rw [Matrix.one_apply_ne h]
    exact Finset.prod_eq_zero (Finset.mem_univ k) (Matrix.one_apply_ne hk)
```

**(j)** Show that distinct strings are orthogonal under the trace:
\[ \operatorname{tr}(P(u)P(v))=2^n\delta_{uv}. \]

Summing (g) over \(i=j\) gives \(\prod_k\operatorname{tr}(\sigma_{u_k}\sigma_{v_k})\). By (f) every factor is 2 if \(u=v\); otherwise some factor is 0.

```lean
/-- Pauli strings are orthogonal under the trace: `tr P(u)P(v)` is `2^n` if `u = v` and
zero otherwise, for `n` qubits. -/
theorem pauliString_trace (u v : Label ι) :
    trace (pauliString u * pauliString v) = if u = v then 2 ^ Fintype.card ι else 0 := by
  -- the trace of a tensor product is the product of the traces
  have h : trace (pauliString u * pauliString v) = ∏ k, trace (pauli (u k) * pauli (v k)) := by
    simp only [Matrix.trace, Matrix.diag_apply, string_mul_apply, Finset.prod_univ_sum,
      Fintype.piFinset_univ]
  rw [h]
  split_ifs with huv
  · subst huv
    simp [pauli_trace]
  · obtain ⟨k, hk⟩ := Function.ne_iff.mp huv
    exact Finset.prod_eq_zero (Finset.mem_univ k) (by rw [pauli_trace, if_neg hk])
```

**(k)** Recover a coefficient from \(H\):
\[ \operatorname{tr}(HP(v))=2^na_v. \]

Expand \(H\). By (j) only the term with label \(v\) survives.

```lean
/-- The trace of `H P(v)` reads off the coefficient of `P(v)` in `H`, times `2^n`. -/
theorem trace_hamiltonian_mul (a : Label ι → ℂ) (v : Label ι) :
    trace (hamiltonian a * pauliString v) = 2 ^ Fintype.card ι * a v := by
  simp [hamiltonian, Finset.sum_mul, Matrix.trace_sum, pauliString_trace, mul_comm]
```

## Symmetries of the operator

**(l)** Show that \(P(u)\) commutes with \(H\) exactly when it commutes with each string present, in the form
\[ [P(u),H]=0\iff w(u,v)=0\ \text{ for every } v \text{ with } a_v\ne0. \]

Suppose \(P(u)\) commutes with \(H\). Then, by (h) and (i),
\[ P(u)HP(v)P(u)=HP(u)P(v)P(u)=s(w(u,v))\,HP(v). \]
Take traces. By cyclicity and \(P(u)^2=1\), the left side has trace \(\operatorname{tr}(HP(v))\), so (k) gives \(2^na_v=s(w(u,v))\,2^na_v\). If \(a_v\ne0\), the sign is \(+1\) and \(w(u,v)=0\). The terms of \(H\) that anticommute with \(P(u)\) thus cannot cancel one another's contributions to the commutator.

Conversely, if every such \(w(u,v)\) vanishes, (h) makes \(P(u)\) commute with each term, hence with the sum.

In Lean, `key` is the displayed identity and `ht` its trace. The converse uses `Commute.sum_right`, with zero coefficients handled separately.

```lean
/-- A Pauli string `P(u)` commutes with `H = ∑ v, a v P(v)` if and only if `w(u,v) = 0` for
every `v` with `a v ≠ 0`. -/
theorem commute_hamiltonian_iff (a : Label ι → ℂ) (u : Label ι) :
    Commute (pauliString u) (hamiltonian a) ↔ ∀ v, a v ≠ 0 → sympl u v = 0 := by
  constructor
  · intro h v ha
    -- conjugation by P(u) multiplies H P(v) by the sign
    have key : pauliString u * (hamiltonian a * pauliString v) * pauliString u
        = sgn (sympl u v) • (hamiltonian a * pauliString v) := by
      calc _ = (pauliString u * hamiltonian a) * (pauliString v * pauliString u) := by
            simp only [mul_assoc]
        _ = hamiltonian a * (pauliString u * pauliString v) * pauliString u := by
            rw [h.eq]
            simp only [mul_assoc]
        _ = _ := by
            rw [pauliString_comm u v, mul_smul_comm, smul_mul_assoc, mul_assoc, mul_assoc,
              pauliString_sq, mul_one]
    -- but it leaves the trace unchanged
    have ht := congrArg trace key
    rw [trace_mul_comm, ← mul_assoc, pauliString_sq, one_mul, trace_smul,
      trace_hamiltonian_mul, smul_eq_mul] at ht
    by_contra hw
    rw [sgn, if_neg hw] at ht
    have hne : (2 : ℂ) ^ Fintype.card ι * a v ≠ 0 :=
      mul_ne_zero (pow_ne_zero _ two_ne_zero) ha
    exact hne (by linear_combination ht / 2)
  · intro h
    refine Commute.sum_right _ _ _ fun v _ => ?_
    by_cases ha : a v = 0
    · rw [ha, zero_smul]
      exact Commute.zero_right _
    · refine Commute.smul_right ?_ _
      have hc := pauliString_comm u v
      rw [h v ha, sgn, if_pos rfl, one_smul] at hc
      exact hc
```

**(m)** Show that the labels of the commuting strings form a subspace over Z/2:
\[ [P(u),H]=[P(u'),H]=0\ \Rightarrow\ [P(u+u'),H]=0. \]

By (l), \(w(u,v)=w(u',v)=0\) for every \(v\) present, so \(w(u+u',v)=0\) by linearity. The zero label and multiples by a bit work the same way. In Lean, membership of `symmetries` means actual commutation with \(H\); the linear condition enters only in the proof.

```lean
/-- The labels of all Pauli strings that commute with `H` form a subspace over Z/2. -/
def symmetries (a : Label ι → ℂ) : Submodule (ZMod 2) (Label ι) where
  carrier := {u | Commute (pauliString u) (hamiltonian a)}
  add_mem' := by
    intro u u' hu hu'
    rw [Set.mem_ofPred_eq, commute_hamiltonian_iff] at *
    intro v hv
    rw [map_add, LinearMap.add_apply, hu v hv, hu' v hv, add_zero]
  zero_mem' := by
    rw [Set.mem_ofPred_eq, commute_hamiltonian_iff]
    intro v _
    rw [map_zero, LinearMap.zero_apply]
  smul_mem' := by
    intro c u hu
    rw [Set.mem_ofPred_eq, commute_hamiltonian_iff] at *
    intro v hv
    rw [map_smul, LinearMap.smul_apply, hu v hv, smul_zero]
```

**(n)** Show that \(w(u,v)=w(v,u)\).

Exchanging \(u\) and \(v\) exchanges the two terms at each qubit.

```lean
omit [DecidableEq ι] in
private lemma sympl_symm (u v : Label ι) : sympl u v = sympl v u :=
  Finset.sum_congr rfl fun _ _ => by ring
```

**(o)** Let \(e_k(p)\) be the label with \(p\) on qubit \(k\) and zero elsewhere. Show that
\[ w(e_k(p),m)=p^xm_k^z+p^zm_k^x. \]

Every other qubit contributes zero. Lean writes \(e_k(p)\) as `Pi.single k p`.

```lean
private lemma sympl_single (k : ι) (p : ZMod 2 × ZMod 2) (m : Label ι) :
    sympl (Pi.single k p) m = p.1 * (m k).2 + p.2 * (m k).1 := by
  change ∑ j, (((Pi.single k p : Label ι) j).1 * (m j).2
    + ((Pi.single k p : Label ι) j).2 * (m j).1) = _
  rw [Finset.sum_eq_single k]
  · simp
  · intro j _ hj
    simp [Pi.single_eq_of_ne hj]
  · simp
```

**(p)** Let \(S\) be the span of the labels present in \(H\). Count the symmetries by showing
\[ \dim S+\dim\{u:[P(u),H]=0\}=2n. \]

By (l) and linearity, \(P(u)\) commutes with \(H\) exactly when \(w(u,v)=0\) for all \(v\in S\). Choose a basis \(b_1,\dots,b_r\) of \(S\) and send \(u\) to the bits \(w(b_1,u),\dots,w(b_r,u)\). By (n), the kernel is the symmetry space.

These \(r\) linear functions are independent. If \(\sum_jc_jw(b_j,\cdot)=0\), then \(m=\sum_jc_jb_j\) has zero product with every label. Taking \(p=(1,0)\) and \(p=(0,1)\) in (o) gives \(m_k^z=m_k^x=0\) for each \(k\), so \(m=0\) and all \(c_j=0\). The rank is therefore \(r\), and the kernel has dimension \(2n-r\). A space of this dimension over Z/2 has \(2^{2n-r}\) elements, so exactly \(2^{2n-r}\) of the \(4^n\) strings commute with \(H\).

In Lean, `hs` identifies the symmetries with the orthogonal complement of \(S\), and `hr` is the nondegeneracy. A Mathlib dimension formula replaces the choice of basis.

```lean
/-- For `n` qubits, the labels of the Pauli strings that commute with `H` form a space over Z/2. Its
dimension and that of the span over Z/2 of the labels with `a v ≠ 0` add up to `2n`. -/
theorem finrank_symmetries (a : Label ι → ℂ) :
    finrank (ZMod 2) (Submodule.span (ZMod 2) {v | a v ≠ 0})
      + finrank (ZMod 2) (symmetries a) = 2 * Fintype.card ι := by
  -- the symmetries are the symplectic complement of the labels in H
  have hs : symmetries a = sympl.orthogonal (Submodule.span (ZMod 2) {v | a v ≠ 0}) := by
    ext u
    rw [LinearMap.BilinForm.mem_orthogonal_iff]
    refine (commute_hamiltonian_iff a u).trans ⟨fun h v hv => ?_, fun h v hv => ?_⟩
    · have hle : Submodule.span (ZMod 2) {v | a v ≠ 0} ≤ LinearMap.ker (sympl u) :=
        Submodule.span_le.mpr fun w hw => h w hw
      exact (sympl_symm v u).trans (hle hv)
    · exact (sympl_symm u v).trans (h v (Submodule.subset_span hv))
  -- the symplectic form is nondegenerate
  have hr : sympl.orthogonal (⊤ : Submodule (ZMod 2) (Label ι)) = ⊥ := by
    rw [eq_bot_iff]
    intro m hm
    rw [LinearMap.BilinForm.mem_orthogonal_iff] at hm
    rw [Submodule.mem_bot]
    funext k
    have h1 : sympl (Pi.single k (1, 0)) m = 0 := hm _ Submodule.mem_top
    have h2 : sympl (Pi.single k (0, 1)) m = 0 := hm _ Submodule.mem_top
    rw [sympl_single] at h1 h2
    exact Prod.ext (by simpa using h2) (by simpa using h1)
  have hrefl : (sympl : LinearMap.BilinForm (ZMod 2) (Label ι)).IsRefl :=
    fun u v h => (sympl_symm v u).trans h
  have hd := LinearMap.BilinForm.finrank_add_finrank_orthogonal hrefl
    (Submodule.span (ZMod 2) {v | a v ≠ 0})
  rw [hr, inf_bot_eq, finrank_bot, add_zero] at hd
  rw [hs, hd]
  simp [Module.finrank_pi_fintype, mul_comm]
```

For one qubit and \(H=Z\), \(\dim S=1\), and the symmetries are \(1\) and \(Z\). Adding a nonzero multiple of \(X\) raises \(\dim S\) to 2 and leaves only the identity. At the other extreme, \(H=0\) has \(\dim S=0\) and all four matrices commute with it, though not all with each other. Two strings that anticommute have no common eigenvector, so their eigenvalues cannot be fixed together.

**(q)** Decide when the string \(X\otimes\cdots\otimes X\) is a symmetry, by showing that the condition is
\[ \sum_kv_k^z=0\ \text{ in Z/2, for every } v \text{ with } a_v\ne0. \]

Put \(u_k=(1,0)\) in \(w(u,v)\); what remains is \(\sum_kv_k^z\), and (l) applies. The sum counts factors \(Y\) or \(Z\) modulo 2, so each string present must contain an even number of them. A finite Ising chain with \(ZZ\) couplings and a field along \(X\) meets this condition. There \(X\otimes\cdots\otimes X\) is the global spin flip. The word `parity` in the Lean name refers to this flip. In a Jordan–Wigner encoding of a molecule where qubit \(k\) is in state 1 when spin orbital \(k\) is occupied, the fermion parity is a different string, \(Z\otimes\cdots\otimes Z\).

```lean
/-- The Pauli string X⊗…⊗X commutes with `H` if and only if every string with a nonzero coefficient
in `H` has an even number of factors Y or Z. -/
theorem parity_commute_iff (a : Label ι → ℂ) :
    Commute (pauliString fun _ : ι => (1, 0)) (hamiltonian a)
      ↔ ∀ v, a v ≠ 0 → ∑ k, (v k).2 = 0 := by
  have h : ∀ v : Label ι, sympl (fun _ => (1, 0)) v = ∑ k, (v k).2 := fun v =>
    Finset.sum_congr rfl fun _ _ => by ring
  simp only [commute_hamiltonian_iff, h]

end

end PauliSymmetrySearch
```

```lean
#print axioms PauliSymmetrySearch.commute_hamiltonian_iff
-- 'PauliSymmetrySearch.commute_hamiltonian_iff' depends on axioms: [propext, Classical.choice, Quot.sound]
#print axioms PauliSymmetrySearch.finrank_symmetries
-- 'PauliSymmetrySearch.finrank_symmetries' depends on axioms: [propext, Classical.choice, Quot.sound]
#print axioms PauliSymmetrySearch.parity_commute_iff
-- 'PauliSymmetrySearch.parity_commute_iff' depends on axioms: [propext, Classical.choice, Quot.sound]
```
